# Differentiable covariant potential functionals obey the kernel sum rule

Suppose I take the exchange-correlation potential from one approximation and the linear-response kernel from another. If I then displace the density rigidly by a small amount, the change of potential that the kernel predicts need not be the change that comes from displacing the potential. A mismatch that varies in space acts as a spurious force on what should be a mere displacement.

For a potential functional $V$ that commutes with translations, I expect the kernel to send the derivative of the density to the derivative of the potential:

$$\int f(x,x')\,\partial_{x'}n(x')\,dx'=\partial_x v(x).$$

Here $v=V(n)$ and $f(x,x')=\delta v(x)/\delta n(x')$. Can this be stated rigorously, for any linear family of transformations, and checked by machine? Which assumptions does it need?

## Differentiating the covariance relation

Let densities live in a real normed space $E$ and potentials in a real normed space $F$. Continuous linear maps $T_s$ and $U_s$ transform them, with $T_0=\mathrm{id}$. Covariance at $n$ means

$$V(T_s n)=U_s V(n)\quad\text{for all }s.$$

Let $K=DV(n)$ be the kernel, and let $n'$ and $v'$ be the derivatives of $T_s n$ and $U_sV(n)$ at $s=0$. By the chain rule, the left side has derivative $DV(T_0n)\,n'=Kn'$ at $s=0$. The right side has derivative $v'$. A function has only one derivative at a point, so

$$Kn'=v'.$$

The formula in the opening has $F=E$ and $U_s=T_s$. For translations $(T_sn)(x)=n(x+s)$, we get $n'=\partial_xn$ and $v'=\partial_xv$, which is that integral formula.

**On a grid.** Write $n'=\sum_j n'_j e_j$ with unit vectors $e_j$, and set $K_{ij}=(Ke_j)_i$. Linearity gives $\sum_jK_{ij}n'_j=v'_i$.

**For an invariant energy.** If $W(T_sn)=W(n)$ for all $s$, the same argument with a constant right side gives $DW(n)\,n'=0$. If $W(T_sx)=W(x)$ for every $x$, differentiating in $x$ at $n$ along $m$ gives

$$DW(T_sn)(T_sm)=DW(n)(m).$$

Let $m'$ be the derivative of $T_sm$ at $s=0$. The product rule in $s$ then yields

$$D^2W(n)(n',m)+DW(n)(m')=0.$$

For translations, $m'=\partial_xm$, and an integration by parts without boundary terms turns this into the integral formula tested against $m$.

**Conversely**, let $U_{s+r}=U_sU_r$ and $U_0=\mathrm{id}$, with bounded generator $B$. Write $n'_s$ for the derivative of $T_rn$ at $r=s$ and $K_s=DV(T_sn)$, and suppose $K_sn'_s=BV(T_sn)$ for all $s$. Since $U_{-r}=U_{-s}U_{s-r}$,

$$\left.\frac{d}{dr}U_{-r}V(T_rn)\right|_{r=s}=U_{-s}\bigl(-BV(T_sn)+K_sn'_s\bigr)=0.$$

Thus $U_{-s}V(T_sn)$ is constant and equals its value $V(n)$ at $s=0$. Applying $U_s$ gives covariance at $n$.

**One Fourier amplitude.** Under a shift, the amplitude $z$ of $e^{ikx}$ becomes $e^{iks}z$. The potential $V(z)=z^2\bar z$ acquires the same phase, and $DV(z)w=2z\bar z\,w+z^2\bar w$. Inserting $w=ikz$ gives

$$2ik|z|^2z-ik|z|^2z=ikV(z),$$

as the rule requires. At $k=0$ or $z=0$ both sides vanish, as they do for the translation of a uniform density: the rule then places no constraint on the kernel.

**Without covariance** the conclusion can fail. On $E=F=\mathbb R$, take $T_s=U_s=e^s$, $V(n)=n^2$ and $n=1$. Then $Kn'=2$ but $v'=1$. With $U_s=e^{2s}$ covariance is restored and both sides equal 2, which shows the use of letting potentials transform differently from densities.

## Densities, potentials and kernels as Lean objects

`IsCovariantAt T U V n` is the covariance relation at the single density `n`. In `kernel_sum_rule`, `HasFDerivAt V K n` says that `K` is the Fréchet derivative of `V` at `n`; `hn` and `hv` supply the two rates of change. Neither `T` nor `U` has to be a group here.

These are assumptions on the functional, not properties derived from many-electron theory. `V` is defined on all of `E`, so positivity and representability of densities are not modelled, and it must be differentiable at `n` with respect to every small variation in `E`. This can exclude familiar functionals: the local exchange potential, proportional to $n^{1/3}$, is not differentiable in the supremum norm at a density that decays to zero. For translations, `hn` also requires a density smooth enough to be differentiated in the chosen norm.

Where `V` is differentiable, `gridKernel V n i j` is the linear response at point `i` per unit change at point `j`; for a discretised integral, the quadrature weight is contained in this matrix. `grid_kernel_sum_rule` needs covariance under a continuous family of maps. Symmetry under shifts by whole grid spacings is not enough.

`zero_force` concerns a potential that is the derivative of an invariant energy. In time-dependent density functional theory, the zero-force theorem constrains the exchange-correlation potential at each instant, even when it has memory; the Lean theorem does not address that case. `energy_kernel_sum_rule` assumes an energy that is invariant and differentiable at every density, and a potential that is differentiable at `n`.

In `covariant_of_sum_rule`, `hB` differentiates `U` in operator norm. This suits finite-dimensional models, but excludes translations on the usual space of square-integrable functions, whose generator is unbounded.

For response calculations with a differentiable, covariant functional, the rule provides a consistency check between potential and kernel.

```lean
import Mathlib

open ComplexConjugate

namespace KernelSumRule

noncomputable section

variable {E F : Type*} [NormedAddCommGroup E] [NormedSpace ℝ E]
  [NormedAddCommGroup F] [NormedSpace ℝ F]

/-- The potential functional `V` is covariant at the density `n`: transforming the density
by `T s` transforms the potential by `U s`. -/
def IsCovariantAt (T : ℝ → E →L[ℝ] E) (U : ℝ → F →L[ℝ] F) (V : E → F) (n : E) : Prop :=
  ∀ s, V (T s n) = U s (V n)

/-- Kernel sum rule: the kernel `K` of a covariant potential functional maps the initial rate
of change of the transformed density to that of the transformed potential. -/
theorem kernel_sum_rule {T : ℝ → E →L[ℝ] E} {U : ℝ → F →L[ℝ] F} {V : E → F}
    {n n' : E} {v' : F} {K : E →L[ℝ] F}
    (hT0 : T 0 = ContinuousLinearMap.id ℝ E) (hcov : IsCovariantAt T U V n)
    (hV : HasFDerivAt V K n) (hn : HasDerivAt (fun s => T s n) n' 0)
    (hv : HasDerivAt (fun s => U s (V n)) v' 0) : K n' = v' := by
  have hV0 : HasFDerivAt V K (T 0 n) := by
    rw [hT0]
    exact hV
  -- differentiate the potential of the moving density by the chain rule
  have h1 : HasDerivAt (fun s => V (T s n)) (K n') 0 := hV0.comp_hasDerivAt 0 hn
  have h2 : (fun s => V (T s n)) = fun s => U s (V n) := funext hcov
  rw [h2] at h1
  exact h1.unique hv

/-- The kernel on a finite grid: the linear response of the potential at point `i` per unit change
of the density at point `j` (zero by convention if `V` is not differentiable at `n`). -/
def gridKernel {ι : Type*} [Fintype ι] [DecidableEq ι]
    (V : (ι → ℝ) → (ι → ℝ)) (n : ι → ℝ) (i j : ι) : ℝ :=
  fderiv ℝ V n (Pi.single j 1) i

/-- Kernel sum rule on a finite grid: for a potential functional differentiable and covariant at
`n`, summing the kernel against the initial rate of change of the transformed density gives that of
the transformed potential at every grid point. -/
theorem grid_kernel_sum_rule {ι : Type*} [Fintype ι] [DecidableEq ι]
    {T U : ℝ → (ι → ℝ) →L[ℝ] (ι → ℝ)} {V : (ι → ℝ) → (ι → ℝ)} {n n' v' : ι → ℝ}
    (hT0 : T 0 = ContinuousLinearMap.id ℝ (ι → ℝ)) (hcov : IsCovariantAt T U V n)
    (hV : DifferentiableAt ℝ V n) (hn : HasDerivAt (fun s => T s n) n' 0)
    (hv : HasDerivAt (fun s => U s (V n)) v' 0) (i : ι) :
    ∑ j, gridKernel V n i j * n' j = v' i := by
  have h := kernel_sum_rule hT0 hcov hV.hasFDerivAt hn hv
  -- expand the density change in unit changes at the grid points
  have hdec : n' = ∑ j, n' j • (Pi.single j 1 : ι → ℝ) := by
    ext k
    simp [Finset.sum_apply, Pi.single_apply]
  rw [← h]
  conv_rhs => rw [hdec]
  simp only [map_sum, map_smul, Finset.sum_apply, Pi.smul_apply, smul_eq_mul, gridKernel]
  exact Finset.sum_congr rfl fun j _ => mul_comm _ _

/-- If the energy `W` is unchanged when the density `n` is transformed by any `T s`, its derivative
`v` at `n` vanishes on the initial rate of change of the transformed density. -/
theorem zero_force {T : ℝ → E →L[ℝ] E} {W : E → ℝ} {n n' : E} {v : E →L[ℝ] ℝ}
    (hT0 : T 0 = ContinuousLinearMap.id ℝ E) (hinv : ∀ s, W (T s n) = W n)
    (hW : HasFDerivAt W v n) (hn : HasDerivAt (fun s => T s n) n' 0) : v n' = 0 :=
  kernel_sum_rule (U := fun _ => ContinuousLinearMap.id ℝ ℝ) hT0 hinv hW hn
    (hasDerivAt_const (0 : ℝ) (W n))

/-- Weak kernel sum rule: for an invariant energy `W` with potential `v` and kernel `K`, the
kernel between `n'` and a test density `m` is minus the potential applied to `m'`. -/
theorem energy_kernel_sum_rule {T : ℝ → E →L[ℝ] E} {W : E → ℝ} {v : E → E →L[ℝ] ℝ}
    {K : E →L[ℝ] E →L[ℝ] ℝ} {n n' m m' : E}
    (hT0 : T 0 = ContinuousLinearMap.id ℝ E) (hinv : ∀ s x, W (T s x) = W x)
    (hW : ∀ x, HasFDerivAt W (v x) x) (hv : HasFDerivAt v K n)
    (hn : HasDerivAt (fun s => T s n) n' 0) (hm : HasDerivAt (fun s => T s m) m' 0) :
    K n' m = -v n m' := by
  -- invariance of the energy fixes how the potential transforms
  have hpull : ∀ s, (v (T s n)).comp (T s) = v n := by
    intro s
    have h1 : HasFDerivAt (fun x => W (T s x)) ((v (T s n)).comp (T s)) n :=
      (hW (T s n)).comp n (T s).hasFDerivAt
    have h2 : (fun x => W (T s x)) = W := funext (hinv s)
    rw [h2] at h1
    exact h1.unique (hW n)
  have hv0 : HasFDerivAt v K (T 0 n) := by
    rw [hT0]
    exact hv
  have h3 : HasDerivAt (fun s => v (T s n)) (K n') 0 := hv0.comp_hasDerivAt 0 hn
  have h4 := h3.clm_apply hm
  have h5 : (fun s => v (T s n) (T s m)) = fun _ => v n m :=
    funext fun s => DFunLike.congr_fun (hpull s) m
  rw [h5] at h4
  have h6 := h4.unique (hasDerivAt_const (0 : ℝ) (v n m))
  rw [hT0] at h6
  exact eq_neg_of_add_eq_zero_left h6

/-- Converse: let the potentials transform under a one-parameter group with bounded generator `B`,
and let `V` and the orbit `s ↦ T s n` be differentiable along the orbit. If at every `s` the kernel
maps the orbit's rate of change `n' s` to `B (V (T s n))`, then `V` is covariant at `n`. -/
theorem covariant_of_sum_rule {T : ℝ → E →L[ℝ] E} {U : ℝ → F →L[ℝ] F} {V : E → F}
    {n : E} {n' : ℝ → E} {K : ℝ → E →L[ℝ] F} {B : F →L[ℝ] F}
    (hT0 : T 0 = ContinuousLinearMap.id ℝ E) (hU0 : U 0 = ContinuousLinearMap.id ℝ F)
    (hU : ∀ s r, U (s + r) = (U s).comp (U r)) (hB : HasDerivAt U B 0)
    (hn : ∀ s, HasDerivAt (fun r => T r n) (n' s) s)
    (hV : ∀ s, HasFDerivAt V (K s) (T s n))
    (hsum : ∀ s, K s (n' s) = B (V (T s n))) : IsCovariantAt T U V n := by
  -- the potential, transformed back, does not change along the orbit
  have hg : ∀ s, HasDerivAt (fun r => U (-r) (V (T r n))) 0 s := by
    intro s
    have hB' : HasDerivAt U B (s - s) := by
      rw [sub_self]
      exact hB
    have h1 : HasDerivAt (fun r => U (s - r)) (-B) s := HasDerivAt.comp_const_sub s s hB'
    have h2 : HasDerivAt (fun r => V (T r n)) (K s (n' s)) s :=
      (hV s).comp_hasDerivAt s (hn s)
    have h3 : HasDerivAt (fun r => U (s - r) (V (T r n))) 0 s := by
      refine (h1.clm_apply h2).congr_deriv ?_
      simp [hU0, hsum]
    have h4 : HasDerivAt (fun r => U (-s) (U (s - r) (V (T r n)))) (U (-s) 0) s :=
      (U (-s)).hasFDerivAt.comp_hasDerivAt s h3
    have h5 : (fun r => U (-s) (U (s - r) (V (T r n)))) = fun r => U (-r) (V (T r n)) := by
      funext r
      have h6 : -r = -s + (s - r) := by ring
      rw [h6, hU]
      rfl
    rw [h5, map_zero] at h4
    exact h4
  intro s
  have hc : U (-s) (V (T s n)) = U (-0) (V (T 0 n)) :=
    is_const_of_deriv_eq_zero (fun r => (hg r).differentiableAt) (fun r => (hg r).deriv) s 0
  rw [neg_zero, hU0, hT0] at hc
  have hc' : U (-s) (V (T s n)) = V n := hc
  have hinv : (U s).comp (U (-s)) = ContinuousLinearMap.id ℝ F := by
    rw [← hU, add_neg_cancel, hU0]
  rw [← hc']
  exact (DFunLike.congr_fun hinv (V (T s n))).symm

/-- A shift by `s` multiplies a Fourier amplitude of wave number `k` by the phase
`exp (i k s)`. -/
def phaseShift (k s : ℝ) : ℂ →L[ℝ] ℂ :=
  ContinuousLinearMap.mul ℝ ℂ (Complex.exp ((s : ℂ) * ((k : ℂ) * Complex.I)))

/-- A cubic model potential for a single Fourier amplitude. -/
def cubicPotential (z : ℂ) : ℂ := z * z * conj z

/-- The kernel of the cubic model potential at the amplitude `z`. -/
def cubicKernel (z : ℂ) : ℂ →L[ℝ] ℂ :=
  (2 * z * conj z) • ContinuousLinearMap.id ℝ ℂ + (z * z) • (Complex.conjCLE : ℂ →L[ℝ] ℂ)

/-- The shifted Fourier amplitude changes at the initial rate `i k z`. -/
theorem hasDerivAt_phaseShift (k : ℝ) (z : ℂ) :
    HasDerivAt (fun s => phaseShift k s z) ((k : ℂ) * Complex.I * z) 0 := by
  have h1 : HasDerivAt (fun s : ℝ => (s : ℂ)) ((1 : ℝ) : ℂ) 0 :=
    (hasDerivAt_id (0 : ℝ)).ofReal_comp
  have h2 := ((h1.mul_const ((k : ℂ) * Complex.I)).cexp).mul_const z
  refine HasDerivAt.congr_deriv (f := fun s => phaseShift k s z) h2 ?_
  simp

/-- Phase shifts and the cubic model potential satisfy all hypotheses of the kernel sum rule,
for every wave number and amplitude. -/
theorem kernel_sum_rule_witness (k : ℝ) (z : ℂ) :
    phaseShift k 0 = ContinuousLinearMap.id ℝ ℂ ∧
    IsCovariantAt (phaseShift k) (phaseShift k) cubicPotential z ∧
    HasFDerivAt cubicPotential (cubicKernel z) z ∧
    HasDerivAt (fun s => phaseShift k s z) ((k : ℂ) * Complex.I * z) 0 ∧
    HasDerivAt (fun s => phaseShift k s (cubicPotential z))
      ((k : ℂ) * Complex.I * cubicPotential z) 0 := by
  refine ⟨?_, ?_, ?_, hasDerivAt_phaseShift k z, hasDerivAt_phaseShift k _⟩
  · refine ContinuousLinearMap.ext fun w => ?_
    simp [phaseShift]
  · intro s
    -- the phase factor has modulus one
    have h : Complex.exp ((s : ℂ) * ((k : ℂ) * Complex.I)) *
        conj (Complex.exp ((s : ℂ) * ((k : ℂ) * Complex.I))) = 1 := by
      rw [← Complex.exp_conj, ← Complex.exp_add]
      simp
    simp only [phaseShift, cubicPotential, ContinuousLinearMap.mul_apply', map_mul conj]
    linear_combination
      (Complex.exp ((s : ℂ) * ((k : ℂ) * Complex.I)) * z * z * conj z) * h
  · have hid : HasFDerivAt (fun w : ℂ => w) (ContinuousLinearMap.id ℝ ℂ) z :=
      hasFDerivAt_id z
    have hconj : HasFDerivAt (fun w : ℂ => conj w) (Complex.conjCLE : ℂ →L[ℝ] ℂ) z :=
      (Complex.conjCLE : ℂ →L[ℝ] ℂ).hasFDerivAt
    have h : HasFDerivAt cubicPotential _ z := (hid.mul hid).mul hconj
    refine h.congr_fderiv (ContinuousLinearMap.ext fun w => ?_)
    simp [cubicKernel]
    ring

end

end KernelSumRule
```

```lean
#print axioms KernelSumRule.grid_kernel_sum_rule
#print axioms KernelSumRule.zero_force
#print axioms KernelSumRule.energy_kernel_sum_rule
#print axioms KernelSumRule.covariant_of_sum_rule
```

```
'KernelSumRule.grid_kernel_sum_rule' depends on axioms: [propext, Classical.choice, Quot.sound]
'KernelSumRule.zero_force' depends on axioms: [propext, Classical.choice, Quot.sound]
'KernelSumRule.energy_kernel_sum_rule' depends on axioms: [propext, Classical.choice, Quot.sound]
'KernelSumRule.covariant_of_sum_rule' depends on axioms: [propext, Classical.choice, Quot.sound]
```

## The chain rule, the product rule and a constant orbit

In `kernel_sum_rule`, `hV0` places the derivative at `T 0 n`, where the chain rule needs it. `h1` is the derivative of the left side of the covariance relation, `h2` replaces that side by the right one, and `h1.unique hv` equates the derivatives.

`grid_kernel_sum_rule` applies this theorem and expands `n'` in unit vectors through `hdec`. Linearity of the derivative then produces the sum over columns. `zero_force` is the main theorem with real numbers as potentials and the identity as every `U s`.

In `energy_kernel_sum_rule`, `hpull` differentiates the invariance of `W` with respect to the density. Evaluated at `m`, it makes `v (T s n) (T s m)` constant in `s`. The product rule `clm_apply` gives the derivative of the same expression as a sum of two terms, and this sum must therefore be zero.

The converse rests on `hg`, the zero derivative of the potential transformed back. Its step `h3` differentiates `U (s - r) (V (T r n))` at `r = s`, where only the derivative of `U` at zero is needed, and the sum rule cancels the two terms. `h4` and `h5` restore the factor `U (-s)` by the group law. `is_const_of_deriv_eq_zero` then gives constancy, and `hinv` undoes the back-transformation.

For the Fourier amplitude, `hasDerivAt_phaseShift` differentiates the exponential. `kernel_sum_rule_witness` verifies the five hypotheses of the main theorem: covariance follows because the phase times its conjugate is one, and the product rule gives `cubicKernel`. For nonzero `z` that kernel is linear over the reals only, since it contains complex conjugation.
